# Exchange with filled core shells is a multiple of the identity on a valence shell if the interaction conserves total orbital angular momentum

In a projector augmented-wave (PAW) calculation with exact exchange, the core–valence exchange elements between valence orbitals of the same $l$ can be stored as one number for each pair of radial functions, with no matrix in the magnetic quantum number $m$. This rests on two conditions, filled core shells and an interaction that conserves the total orbital angular momentum of the two electrons, and the Lean file below derives the result from them.

```lean
import Mathlib

open Matrix
open scoped Kronecker

noncomputable section

namespace ClosedCoreExchange

/-- The magnetic quantum number `m = k - l` of the orbital with index `k = 0, ..., 2l`. -/
def mag (l : ℕ) (k : Fin (2 * l + 1)) : ℝ := ((k : ℕ) : ℝ) - l

/-- The operator `Lz` on the shell `l`, with `Lz e_m = m e_m`. -/
def Lz (l : ℕ) : Matrix (Fin (2 * l + 1)) (Fin (2 * l + 1)) ℂ :=
  Matrix.diagonal fun k => (mag l k : ℂ)

/-- The raising operator on the shell `l`, with
`L+ e_m = √(l(l+1) - m(m+1)) e_(m+1)` for `m < l` and `L+ e_l = 0`. -/
def Lplus (l : ℕ) : Matrix (Fin (2 * l + 1)) (Fin (2 * l + 1)) ℂ :=
  Matrix.of fun i j => if (i : ℕ) = (j : ℕ) + 1 then
    ((Real.sqrt ((l : ℝ) * (l + 1) - mag l j * (mag l j + 1)) : ℝ) : ℂ) else 0

/-- A matrix on the shell commutes with `Lz` exactly when it is diagonal in `m`. -/
theorem commute_Lz_iff {l : ℕ} (X : Matrix (Fin (2 * l + 1)) (Fin (2 * l + 1)) ℂ) :
    X * Lz l = Lz l * X ↔ X = Matrix.diagonal fun k => X k k := by
  constructor
  · intro hz
    ext a b
    by_cases h : a = b
    · subst h
      simp
    · have e := congrFun (congrFun hz a) b
      rw [Lz, Matrix.mul_diagonal, Matrix.diagonal_mul] at e
      -- distinct orbitals have distinct m
      have hne : (mag l a : ℂ) - (mag l b : ℂ) ≠ 0 := by
        intro h0
        have h1 : mag l a = mag l b := by exact_mod_cast sub_eq_zero.1 h0
        unfold mag at h1
        have h2 : ((a : ℕ) : ℝ) = ((b : ℕ) : ℝ) := by linarith
        exact h (Fin.ext (by exact_mod_cast h2))
      have h3 : ((mag l a : ℂ) - (mag l b : ℂ)) * X a b = 0 := by
        linear_combination -e
      rw [Matrix.diagonal_apply_ne _ h]
      exact (mul_eq_zero.1 h3).resolve_left hne
  · intro h
    rw [h, Lz, Matrix.diagonal_mul_diagonal, Matrix.diagonal_mul_diagonal]
    congr 1
    funext k
    exact mul_comm _ _

/-- The matrix element of `L+` between neighbouring orbitals `m` and `m + 1` is nonzero. -/
theorem Lplus_ne_zero {l n : ℕ} (h : n + 1 < 2 * l + 1) :
    Lplus l ⟨n + 1, h⟩ ⟨n, Nat.lt_of_succ_lt h⟩ ≠ 0 := by
  have hpos : 0 < (l : ℝ) * (l + 1) - mag l ⟨n, Nat.lt_of_succ_lt h⟩ *
      (mag l ⟨n, Nat.lt_of_succ_lt h⟩ + 1) := by
    have h1 : (n : ℝ) + 1 < 2 * l + 1 := by exact_mod_cast h
    have h2 : (0 : ℝ) ≤ n := n.cast_nonneg
    -- l(l+1) - m(m+1) = (l - m)(l + m + 1)
    have h3 := mul_pos (show (0 : ℝ) < 2 * l - n by linarith)
      (show (0 : ℝ) < n + 1 by linarith)
    simp only [mag]
    nlinarith
  have e : Lplus l ⟨n + 1, h⟩ ⟨n, Nat.lt_of_succ_lt h⟩ =
      ((Real.sqrt ((l : ℝ) * (l + 1) - mag l ⟨n, Nat.lt_of_succ_lt h⟩ *
        (mag l ⟨n, Nat.lt_of_succ_lt h⟩ + 1)) : ℝ) : ℂ) := by
    simp [Lplus]
  rw [e]
  exact Complex.ofReal_ne_zero.2 (Real.sqrt_pos.2 hpos).ne'

/-- A matrix on the shell `l` commutes with `Lz` and `L+` exactly when it is the identity
times its average diagonal element. -/
theorem commute_iff_scalar {l : ℕ} (X : Matrix (Fin (2 * l + 1)) (Fin (2 * l + 1)) ℂ) :
    (X * Lz l = Lz l * X ∧ X * Lplus l = Lplus l * X) ↔
      X = (X.trace / (2 * (l : ℂ) + 1)) • (1 : Matrix _ _ ℂ) := by
  constructor
  · rintro ⟨hz, hp⟩
    have hd := (commute_Lz_iff X).1 hz
    -- L+ links each diagonal element to the next one
    have step : ∀ (n : ℕ) (h : n + 1 < 2 * l + 1), X ⟨n + 1, h⟩ ⟨n + 1, h⟩ =
        X ⟨n, Nat.lt_of_succ_lt h⟩ ⟨n, Nat.lt_of_succ_lt h⟩ := by
      intro n h
      have e := congrFun (congrFun hp ⟨n + 1, h⟩) ⟨n, Nat.lt_of_succ_lt h⟩
      rw [hd, Matrix.diagonal_mul, Matrix.mul_diagonal] at e
      exact mul_right_cancel₀ (Lplus_ne_zero h) (e.trans (mul_comm _ _))
    obtain ⟨x, hx⟩ : ∃ x : ℂ, ∀ k, X k k = x := by
      refine ⟨X ⟨0, by omega⟩ ⟨0, by omega⟩, ?_⟩
      rintro ⟨n, h⟩
      induction n with
      | zero => rfl
      | succ n ih => exact (step n h).trans (ih _)
    have tr : X.trace = (2 * (l : ℂ) + 1) * x := by
      simp [Matrix.trace, hx]
    have h0 : 2 * (l : ℂ) + 1 ≠ 0 := by
      exact_mod_cast (by omega : 2 * l + 1 ≠ 0)
    rw [tr, mul_div_cancel_left₀ _ h0, hd]
    ext a b
    simp [Matrix.diagonal_apply, Matrix.one_apply, hx]
  · intro h
    constructor <;>
      rw [h, Matrix.smul_mul, Matrix.mul_smul, Matrix.one_mul, Matrix.mul_one]

variable {v c n : Type*} [Fintype v] [Fintype c] [DecidableEq v] [DecidableEq c]

/-- The two-electron operator `A ⊗ 1 + 1 ⊗ B`, the sum of two one-electron operators. -/
def total (A : Matrix v v ℂ) (B : Matrix c c ℂ) : Matrix (v × c) (v × c) ℂ :=
  A ⊗ₖ (1 : Matrix c c ℂ) + (1 : Matrix v v ℂ) ⊗ₖ B

/-- The exchange matrix `X_ab = ∑_c ⟨a c|V|c b⟩` of valence orbitals `a`, `b` with a filled
core shell. -/
def coreExchange (V : Matrix (v × c) (c × v) ℂ) : Matrix v v ℂ :=
  Matrix.of fun a b => ∑ k, V (a, k) (k, b)

/-- Matrix elements of a product with a two-electron sum operator on the right. -/
theorem mul_total_apply (M : Matrix n (v × c) ℂ) (A : Matrix v v ℂ) (B : Matrix c c ℂ)
    (i : n) (b : v) (d : c) :
    (M * total A B) i (b, d) = ∑ p, M i (p, d) * A p b + ∑ q, M i (b, q) * B q d := by
  simp only [total, Matrix.mul_apply, Matrix.add_apply, Matrix.kroneckerMap_apply,
    Fintype.sum_prod_type, mul_add, Finset.sum_add_distrib]
  congr 1
  · simp [Matrix.one_apply]
  · rw [Finset.sum_comm]
    simp [Matrix.one_apply]

/-- Matrix elements of a product with a two-electron sum operator on the left. -/
theorem total_mul_apply (M : Matrix (v × c) n ℂ) (A : Matrix v v ℂ) (B : Matrix c c ℂ)
    (a : v) (d : c) (j : n) :
    (total A B * M) (a, d) j = ∑ p, A a p * M (p, d) j + ∑ q, B d q * M (a, q) j := by
  simp only [total, Matrix.mul_apply, Matrix.add_apply, Matrix.kroneckerMap_apply,
    Fintype.sum_prod_type, add_mul, Finset.sum_add_distrib]
  congr 1
  · simp [Matrix.one_apply]
  · rw [Finset.sum_comm]
    simp [Matrix.one_apply]

/-- If the interaction conserves the sum of a valence operator `A` and a core operator `B`,
then exchange with the filled core shell commutes with `A`. -/
theorem coreExchange_commute (A : Matrix v v ℂ) (B : Matrix c c ℂ)
    (V : Matrix (v × c) (c × v) ℂ) (hV : V * total B A = total A B * V) :
    coreExchange V * A = A * coreExchange V := by
  ext a b
  have h : ∑ k, (V * total B A) (a, k) (k, b) = ∑ k, (total A B * V) (a, k) (k, b) := by
    rw [hV]
  simp only [mul_total_apply, total_mul_apply, Finset.sum_add_distrib] at h
  -- the core operator drops out of the sum over the filled shell
  have hB : ∑ k, ∑ p, V (a, k) (p, b) * B p k = ∑ k, ∑ q, B k q * V (a, q) (k, b) := by
    rw [Finset.sum_comm]
    exact Finset.sum_congr rfl fun k _ => Finset.sum_congr rfl fun q _ => mul_comm _ _
  have h1 : (coreExchange V * A) a b = ∑ k, ∑ q, V (a, k) (k, q) * A q b := by
    simp only [Matrix.mul_apply, coreExchange, Matrix.of_apply, Finset.sum_mul]
    exact Finset.sum_comm
  have h2 : (A * coreExchange V) a b = ∑ k, ∑ p, A a p * V (p, k) (k, b) := by
    simp only [Matrix.mul_apply, coreExchange, Matrix.of_apply, Finset.mul_sum]
    exact Finset.sum_comm
  rw [h1, h2]
  linear_combination h - hB

/-- For an interaction that conserves total `Lz` and total `L+`, the exchange of a valence
shell `l` with any finite set of filled core shells is the identity times its `m`-average. -/
theorem closed_core_exchange_scalar {ι : Type*} [Fintype ι] (l : ℕ) (lc : ι → ℕ)
    (V : ∀ s, Matrix (Fin (2 * l + 1) × Fin (2 * lc s + 1))
      (Fin (2 * lc s + 1) × Fin (2 * l + 1)) ℂ)
    (hz : ∀ s, V s * total (Lz (lc s)) (Lz l) = total (Lz l) (Lz (lc s)) * V s)
    (hp : ∀ s, V s * total (Lplus (lc s)) (Lplus l) =
      total (Lplus l) (Lplus (lc s)) * V s) :
    ∑ s, coreExchange (V s) =
      ((∑ s, coreExchange (V s)).trace / (2 * (l : ℂ) + 1)) • (1 : Matrix _ _ ℂ) := by
  apply (commute_iff_scalar _).1
  constructor
  · rw [Finset.sum_mul, Finset.mul_sum]
    exact Finset.sum_congr rfl fun s _ => coreExchange_commute _ _ (V s) (hz s)
  · rw [Finset.sum_mul, Finset.mul_sum]
    exact Finset.sum_congr rfl fun s _ => coreExchange_commute _ _ (V s) (hp s)

/-- The interaction that swaps the two electrons, `⟨a c|V|d b⟩ = δ_ab δ_cd`. -/
def swapInteraction (l k : ℕ) : Matrix (Fin (2 * l + 1) × Fin (2 * k + 1))
    (Fin (2 * k + 1) × Fin (2 * l + 1)) ℂ :=
  Matrix.of fun i j => (1 : Matrix _ _ ℂ) i.1 j.2 * (1 : Matrix _ _ ℂ) i.2 j.1

/-- The swap interaction conserves total `Lz` and total `L+`, and its exchange matrix with a
filled shell `k` is `2k + 1` times the identity. -/
theorem closed_core_exchange_witness (l k : ℕ) :
    swapInteraction l k * total (Lz k) (Lz l) =
        total (Lz l) (Lz k) * swapInteraction l k ∧
      swapInteraction l k * total (Lplus k) (Lplus l) =
        total (Lplus l) (Lplus k) * swapInteraction l k ∧
      coreExchange (swapInteraction l k) = (2 * (k : ℂ) + 1) • (1 : Matrix _ _ ℂ) := by
  have key : ∀ (A : Matrix (Fin (2 * l + 1)) (Fin (2 * l + 1)) ℂ)
      (B : Matrix (Fin (2 * k + 1)) (Fin (2 * k + 1)) ℂ),
      swapInteraction l k * total B A = total A B * swapInteraction l k := by
    intro A B
    ext ⟨a, p⟩ ⟨d, b⟩
    rw [mul_total_apply, total_mul_apply]
    by_cases hab : a = b <;> by_cases hpd : p = d <;>
      simp [swapInteraction, Matrix.one_apply, hab, hpd, add_comm]
  refine ⟨key _ _, key _ _, ?_⟩
  ext a b
  by_cases hab : a = b <;>
    simp [coreExchange, swapInteraction, Matrix.one_apply, hab]

end ClosedCoreExchange
```

```lean
#print axioms ClosedCoreExchange.closed_core_exchange_scalar
-- 'ClosedCoreExchange.closed_core_exchange_scalar' depends on axioms: [propext, Classical.choice, Quot.sound]
```

## The shell, the interaction and the exchange sum

A shell of angular momentum $l$ has $2l+1$ orbitals, which share one radial function. The file numbers them from $0$ to $2l$, and orbital $a$ has $m_a = a - l$, which is `mag l a`. `Lz l` is the diagonal matrix of these values. `Lplus l` has the entries $\sqrt{l(l+1)-m(m+1)}$ that lead from $m$ to $m+1$, in units with $\hbar = 1$.

Let $a, b, q$ denote valence orbitals and $k, p$ core orbitals. The matrix `V` holds the elements $V_{ak,pb} = \langle a\,k|V|p\,b\rangle$: electron 1 goes from core orbital $p$ to valence orbital $a$, and electron 2 from valence orbital $b$ to core orbital $k$. This is why the row type is `v × c` and the column type `c × v`. The exchange matrix, `coreExchange V`, is

$$X_{ab} = \sum_k V_{ak,kb},$$

with $k$ running over the whole core shell. These are spatial orbitals of one spin, and the minus sign with which exchange enters the Fock operator is left out.

For a valence operator $A$ and a core operator $B$, `total A B` is $A\otimes 1 + 1\otimes B$. The hypotheses `hz` and `hp` say that

$$V\,(B\otimes 1 + 1\otimes A) = (A\otimes 1 + 1\otimes B)\,V$$

when $A$ and $B$ are both $L_z$, and again when both are $L_+$, each on its own shell. Physically, turning both electrons together about the nucleus leaves their interaction unchanged. The Coulomb repulsion has this property because it depends only on the distance between the electrons; the file assumes the property and does not derive it from $1/r_{12}$.

`closed_core_exchange_scalar` takes any finite family of filled core shells, indexed by `s`, and concludes that the summed exchange matrix is its trace divided by $2l+1$, times the identity. It is therefore diagonal in $m$, with the same element for every $m$. The theorem does not give the value of that element, and it does not treat open core shells or exchange elements between valence shells of different $l$.

## Why a filled shell passes on the symmetry

Take the element $(a,k),(k,b)$ of the conservation law and sum over $k$:

$$\sum_{k,p} V_{ak,pb}B_{pk} + \sum_{k,q} V_{ak,kq}A_{qb}
= \sum_{k,q} A_{aq}V_{qk,kb} + \sum_{k,p} B_{kp}V_{ap,kb}.$$

Exchanging the names $k$ and $p$ in the last sum turns it into the first one, so the two core terms cancel. What remains is $(XA)_{ab} = (AX)_{ab}$. The renaming needs both indices to run over the same complete set, and this is where the filling of the shell enters.

In the file, `mul_total_apply` and `total_mul_apply` write out the two sides element by element. Within `coreExchange_commute`, `h` is the summed equation and `hB` is the equality of the core terms; `linear_combination h - hB` subtracts one from the other.

## Why commuting with $L_z$ and $L_+$ leaves one number

If $X$ commutes with $L_z$, then

$$(XL_z - L_zX)_{ab} = (m_b - m_a)X_{ab} = 0.$$

Different orbitals have different $m$, so $X_{ab}=0$ for $a\neq b$. Conversely, every diagonal matrix commutes with $L_z$. This is `commute_Lz_iff`.

Now let $X$ also commute with $L_+$. For $n<2l$, put $\lambda_n = (L_+)_{n+1,n}$. With $m=n-l$,

$$\lambda_n^2 = l(l+1)-m(m+1) = (l-m)(l+m+1) = (2l-n)(n+1) > 0,$$

which is the content of `Lplus_ne_zero`. Since $X$ is diagonal, the element $(n+1,n)$ of $XL_+ = L_+X$ reads

$$X_{n+1,n+1}\,\lambda_n = \lambda_n X_{nn}.$$

Cancelling $\lambda_n$ makes neighbouring diagonal elements equal; this is `step` in `commute_iff_scalar`. Induction from orbital $0$ makes all of them equal to one number $x$, and $\operatorname{tr}X = (2l+1)x$ gives its value. For $l=0$ there is a single element and nothing to compare. The converse holds because a multiple of the identity commutes with everything.

The main theorem joins the two arguments. Each core shell contributes a matrix that commutes with the valence $L_z$ and $L_+$, hence so does the sum, and `commute_iff_scalar` applies to it.

`closed_core_exchange_witness` supplies a nonzero example for every pair of shells: the operator that swaps the two electrons, $V_{ak,pb}=\delta_{ab}\delta_{kp}$. It conserves both totals, and its exchange matrix is the number of core orbitals times the identity. In that theorem the letter `k` stands for the angular momentum of the core shell, so this number is $2k+1$.

## In a PAW code

The hypotheses on `V` involve only the angular momentum of the orbitals, so the orbitals $a$ may all have one radial function and the orbitals $b$ another, with the same $l$. A code can therefore compute one number per pair of radial functions and add it, with its sign, to the one-centre Hamiltonian wherever the two values of $m$ agree. Real spherical harmonics change nothing, since a multiple of the identity keeps its form under a unitary change of basis. If a program builds the matrix in $m$ for one such pair from angular integrals, unequal diagonal elements or nonzero off-diagonal ones, beyond the numerical error of the integrals, point to a mistake or an incomplete core sum.

A different derivation could start from the Coulomb interaction in its multipole expansion. The angular integrals would then give the common diagonal element as a weighted sum of radial integrals, a value that the theorem here leaves open.
